# Einstein models at the geometric and arithmetic mean frequencies bracket the harmonic free energy

Take two independent quantum oscillators with angular frequencies $\omega_1,\omega_2>0$ at thermal energy $kT$. With the reduced frequency $x_i=\hbar\omega_i/kT$, each has free energy $kT\,f(x_i)$, where $f(x)=\ln(2\sinh(x/2))$ includes the zero-point energy. Two oscillators of one common frequency can bound the total from either side. From above,

$$4\sinh\tfrac{x_1}{2}\sinh\tfrac{x_2}{2}=2\cosh\tfrac{x_1+x_2}{2}-2\cosh\tfrac{x_1-x_2}{2}\le 4\sinh^2\tfrac{x_1+x_2}{4},$$

because the second cosh is at least 1. From below, the power series of sinh has only non-negative coefficients, so the Cauchy–Schwarz inequality gives $\sinh^2(\sqrt{x_1x_2}/2)\le\sinh(x_1/2)\sinh(x_2/2)$. Taking logarithms,

$$f(\sqrt{x_1x_2})\le\tfrac12\big(f(x_1)+f(x_2)\big)\le f\big(\tfrac{x_1+x_2}{2}\big).$$

Thus $f$ bends down as a function of $x$ and up as a function of $\ln x$. These two curvatures give the bracket for any finite number of modes.

```lean
import Mathlib

open Finset

namespace EinsteinModelBounds

noncomputable section
```

## Free energy and mean frequencies

The function $f$ is `modeFreeEnergy`, in units of $kT$.

```lean
/-- Reduced free energy `ln (2 sinh (x/2))` of one harmonic mode of reduced frequency `x > 0`. -/
def modeFreeEnergy (x : ℝ) : ℝ := Real.log (2 * Real.sinh (x / 2))
```

The modes are labelled by a finite type `ι` with $N$ elements; $N$ counts modes, not atoms. The arithmetic mean is $A=\frac1N\sum_i x_i$. The same Lean function later averages the free energies.

```lean
variable {ι : Type*} [Fintype ι]

/-- Arithmetic mean of a real quantity `x i`, such as the frequency, over a non-empty set of modes.
-/
def arithmeticMean (x : ι → ℝ) : ℝ := (∑ i, x i) / (Fintype.card ι : ℝ)
```

The geometric mean is $G=(\prod_i x_i)^{1/N}$.

```lean
/-- Geometric mean of the positive frequencies of a non-empty set of modes. -/
def geometricMean (x : ι → ℝ) : ℝ := (∏ i, x i) ^ ((Fintype.card ι : ℝ)⁻¹)
```

The total is $F=kT\sum_i f(\hbar\omega_i/kT)$, with `kT` a single variable. An Einstein model is the same sum with all $\omega_i$ equal. This formula is a definition here: identifying it with the vibrational free energy of a real crystal is the harmonic approximation.

```lean
/-- Harmonic free energy of modes with angular frequencies `ω i > 0` at thermal energy `kT > 0`.
A constant `ω` gives an Einstein model. -/
def harmonicFreeEnergy (hbar kT : ℝ) (ω : ι → ℝ) : ℝ :=
  kT * ∑ i, modeFreeEnergy (hbar / kT * ω i)
```

## Concavity in the frequency

The chain rule gives $f'(x)=\tfrac12\coth(x/2)$ for $x>0$.

```lean
/-- For `x > 0` the reduced free energy of a mode has slope `coth (x/2) / 2`. -/
theorem hasDerivAt_modeFreeEnergy {x : ℝ} (hx : 0 < x) :
    HasDerivAt modeFreeEnergy (Real.cosh (x / 2) / (2 * Real.sinh (x / 2))) x := by
  have h0 : 0 < Real.sinh (x / 2) := Real.sinh_pos_iff.mpr (half_pos hx)
  have h1 : HasDerivAt (fun y : ℝ => 2 * Real.sinh (y / 2))
      (2 * (Real.cosh (x / 2) * (1 / 2))) x :=
    (((hasDerivAt_id' x).div_const 2).sinh).const_mul 2
  exact (h1.log (mul_pos two_pos h0).ne').congr_deriv (by ring)
```

For $0<a<b$ the slope falls:

$$f'(a)-f'(b)=\frac{\sinh((b-a)/2)}{2\sinh(a/2)\sinh(b/2)}>0.$$

The proof clears the positive denominators and expands the numerator with `Real.sinh_sub`. A strictly decreasing derivative makes $f$ strictly concave on `Set.Ioi 0`, the positive half-line.

```lean
/-- The free energy of a mode is strictly concave in its positive frequency. -/
theorem strictConcaveOn_modeFreeEnergy :
    StrictConcaveOn ℝ (Set.Ioi 0) modeFreeEnergy := by
  refine StrictAntiOn.strictConcaveOn_of_deriv (convex_Ioi 0)
    (fun x hx => (hasDerivAt_modeFreeEnergy hx).continuousAt.continuousWithinAt) ?_
  rw [interior_Ioi]
  intro a ha b hb hab
  have sa : 0 < Real.sinh (a / 2) := Real.sinh_pos_iff.mpr (half_pos ha)
  have sb : 0 < Real.sinh (b / 2) := Real.sinh_pos_iff.mpr (half_pos hb)
  rw [(hasDerivAt_modeFreeEnergy ha).deriv, (hasDerivAt_modeFreeEnergy hb).deriv,
    div_lt_div_iff₀ (mul_pos two_pos sb) (mul_pos two_pos sa)]
  -- the slopes differ by a positive multiple of sinh ((b - a)/2)
  have h : 0 < Real.sinh (b / 2 - a / 2) := Real.sinh_pos_iff.mpr (by linarith)
  rw [Real.sinh_sub] at h
  linarith
```

## Convexity in the log-frequency

The slope in the logarithm of the frequency involves $x\coth x$, whose derivative is

$$\frac{\sinh x\cosh x+x\sinh^2x-x\cosh^2x}{\sinh^2x}=\frac{\sinh x\cosh x-x}{\sinh^2x}.$$

It is positive for $x>0$, since $\sinh x\cosh x\ge\sinh x>x$.

```lean
/-- The function `x coth x` is strictly increasing for `x > 0`. -/
theorem strictMonoOn_mul_coth :
    StrictMonoOn (fun x : ℝ => x * Real.cosh x / Real.sinh x) (Set.Ioi 0) := by
  have hd : ∀ x : ℝ, 0 < x → HasDerivAt (fun x : ℝ => x * Real.cosh x / Real.sinh x)
      ((Real.sinh x * Real.cosh x - x) / Real.sinh x ^ 2) x := by
    intro x hx
    have hs : 0 < Real.sinh x := Real.sinh_pos_iff.mpr hx
    refine (((hasDerivAt_id' x).fun_mul (Real.hasDerivAt_cosh x)).fun_div
      (Real.hasDerivAt_sinh x) hs.ne').congr_deriv ?_
    congr 1
    linear_combination (-x) * Real.cosh_sq x
  refine strictMonoOn_of_deriv_pos (convex_Ioi 0)
    (fun x hx => (hd x hx).continuousAt.continuousWithinAt) ?_
  rw [interior_Ioi]
  intro x hx
  have hs : 0 < Real.sinh x := Real.sinh_pos_iff.mpr hx
  rw [(hd x hx).deriv]
  -- sinh x cosh x ≥ sinh x > x
  have h1 : x < Real.sinh x := Real.self_lt_sinh_iff.mpr hx
  have h2 := mul_le_mul_of_nonneg_left (Real.one_le_cosh x) hs.le
  exact div_pos (by linarith) (pow_pos hs 2)
```

With $x=e^t$ and $u=e^t/2$, we have $\frac{d}{dt}f(e^t)=e^tf'(e^t)=u\coth u$. This increases strictly with $t$, so $f(e^t)$ is strictly convex on the whole line.

```lean
/-- The free energy of a mode is strictly convex in the logarithm of its frequency. -/
theorem strictConvexOn_modeFreeEnergy_exp :
    StrictConvexOn ℝ Set.univ (fun t : ℝ => modeFreeEnergy (Real.exp t)) := by
  have hd : ∀ t : ℝ, HasDerivAt (fun t : ℝ => modeFreeEnergy (Real.exp t))
      (Real.exp t / 2 * Real.cosh (Real.exp t / 2) / Real.sinh (Real.exp t / 2)) t := fun t =>
    ((hasDerivAt_modeFreeEnergy (Real.exp_pos t)).comp t (Real.hasDerivAt_exp t)).congr_deriv
      (by ring)
  refine StrictMono.strictConvexOn_univ_of_deriv
    (continuous_iff_continuousAt.mpr fun t => (hd t).continuousAt) ?_
  intro a b hab
  rw [(hd a).deriv, (hd b).deriv]
  have hlt : Real.exp a / 2 < Real.exp b / 2 := by
    have := Real.exp_lt_exp.mpr hab
    linarith
  exact strictMonoOn_mul_coth (Set.mem_Ioi.mpr (half_pos (Real.exp_pos a)))
    (Set.mem_Ioi.mpr (half_pos (Real.exp_pos b))) hlt
```

## Jensen's inequality on both scales

Let $w_i\ge0$ with $\sum_iw_i=1$, a discrete normalised density of states. The weighted geometric mean is an exponential of averaged logarithms: $\prod_ix_i^{w_i}=\exp\big(\sum_iw_i\ln x_i\big)$.

```lean
lemma prod_rpow_eq_exp (w x : ι → ℝ) (hx : ∀ i, 0 < x i) :
    ∏ i, x i ^ w i = Real.exp (∑ i, w i * Real.log (x i)) := by
  rw [Real.exp_sum]
  refine Finset.prod_congr rfl fun i _ => ?_
  rw [Real.rpow_def_of_pos (hx i), mul_comm]
```

Jensen's inequality for the convex function $f(e^t)$ at $t_i=\ln x_i$, and for the concave function $f$ at $x_i$, gives

$$f\Big(\prod_ix_i^{w_i}\Big)\le\sum_iw_if(x_i)\le f\Big(\sum_iw_ix_i\Big).$$

In the proof these are `h1` and `h2`.

```lean
/-- For positive frequencies with non-negative weights of sum one, the weighted mean free energy
lies between those of single modes at the weighted geometric and arithmetic mean frequencies. -/
theorem weighted_bracket (w x : ι → ℝ) (hw : ∀ i, 0 ≤ w i) (hsum : ∑ i, w i = 1)
    (hx : ∀ i, 0 < x i) :
    modeFreeEnergy (∏ i, x i ^ w i) ≤ ∑ i, w i * modeFreeEnergy (x i) ∧
      ∑ i, w i * modeFreeEnergy (x i) ≤ modeFreeEnergy (∑ i, w i * x i) := by
  have he : ∀ i, Real.exp (Real.log (x i)) = x i := fun i => Real.exp_log (hx i)
  -- Jensen in the log-frequency, then in the frequency
  have h1 := strictConvexOn_modeFreeEnergy_exp.convexOn.map_sum_le (t := univ) (w := w)
    (p := fun i => Real.log (x i)) (fun i _ => hw i) hsum (fun i _ => Set.mem_univ _)
  have h2 := strictConcaveOn_modeFreeEnergy.concaveOn.le_map_sum (t := univ) (w := w)
    (p := x) (fun i _ => hw i) hsum (fun i _ => hx i)
  simp only [smul_eq_mul, he] at h1 h2
  rw [prod_rpow_eq_exp w x hx]
  exact ⟨h1, h2⟩
```

If every weight is positive and two frequencies differ, their logarithms differ too, and the strict forms of Jensen's inequality apply.

```lean
/-- If all weights are positive with sum one and two of the positive frequencies differ, both
bounds are strict. -/
theorem weighted_bracket_strict (w x : ι → ℝ) (hw : ∀ i, 0 < w i) (hsum : ∑ i, w i = 1)
    (hx : ∀ i, 0 < x i) {j k : ι} (hjk : x j ≠ x k) :
    modeFreeEnergy (∏ i, x i ^ w i) < ∑ i, w i * modeFreeEnergy (x i) ∧
      ∑ i, w i * modeFreeEnergy (x i) < modeFreeEnergy (∑ i, w i * x i) := by
  have he : ∀ i, Real.exp (Real.log (x i)) = x i := fun i => Real.exp_log (hx i)
  have hlog : Real.log (x j) ≠ Real.log (x k) := fun h => hjk (by rw [← he j, h, he k])
  have h1 := strictConvexOn_modeFreeEnergy_exp.map_sum_lt (t := univ) (w := w)
    (p := fun i => Real.log (x i)) (fun i _ => hw i) hsum (fun i _ => Set.mem_univ _)
    ⟨j, mem_univ j, k, mem_univ k, hlog⟩
  have h2 := strictConcaveOn_modeFreeEnergy.lt_map_sum (t := univ) (w := w)
    (p := x) (fun i _ => hw i) hsum (fun i _ => hx i) ⟨j, mem_univ j, k, mem_univ k, hjk⟩
  simp only [smul_eq_mul, he] at h1 h2
  rw [prod_rpow_eq_exp w x hx]
  exact ⟨h1, h2⟩
```

## The bracket for equal weights

Setting $w_i=1/N$ gives $f(G)\le\frac1N\sum_if(x_i)\le f(A)$. The hypothesis `Nonempty ι` says $N\ge1$; for $N=1$ all three terms coincide. The proof pulls the common exponent out of the product and the common factor out of the sums.

```lean
variable [Nonempty ι]

/-- For a non-empty set of positive reduced frequencies, the mean free energy per mode lies
between those of single modes at the geometric and the arithmetic mean frequency. -/
theorem einstein_bracket (x : ι → ℝ) (hx : ∀ i, 0 < x i) :
    modeFreeEnergy (geometricMean x) ≤ arithmeticMean (fun i => modeFreeEnergy (x i)) ∧
      arithmeticMean (fun i => modeFreeEnergy (x i)) ≤ modeFreeEnergy (arithmeticMean x) := by
  have hN : (Fintype.card ι : ℝ) ≠ 0 := Nat.cast_ne_zero.mpr Fintype.card_ne_zero
  have h := weighted_bracket (fun _ => (Fintype.card ι : ℝ)⁻¹) x
    (fun _ => inv_nonneg.mpr (Nat.cast_nonneg _))
    (by rw [Finset.sum_const, Finset.card_univ, nsmul_eq_mul, mul_inv_cancel₀ hN]) hx
  rw [Real.finsetProd_rpow univ x (fun i _ => (hx i).le), ← Finset.mul_sum,
    ← Finset.mul_sum] at h
  simpa only [geometricMean, arithmeticMean, div_eq_inv_mul] using h
```

In physical units put $c=\hbar/kT$. Both means scale, $G(c\,\omega)=c\,G(\omega)$ and $A(c\,\omega)=c\,A(\omega)$ (`hG` and `hA`), and multiplying the bracket by $NkT$ gives the bounds on $F$. The two Einstein frequencies are therefore the same at every temperature. For a lattice-dynamics calculation with finitely many harmonic modes, all of positive frequency, two averages of the spectrum thus bound the vibrational free energy; zero-frequency translations have to be removed first.

```lean
/-- At every positive temperature, the harmonic free energy of modes with positive frequencies lies
between those of two Einstein models, at the geometric and the arithmetic mean of the frequencies.
-/
theorem harmonicFreeEnergy_bracket {hbar kT : ℝ} (hh : 0 < hbar) (hT : 0 < kT)
    (ω : ι → ℝ) (hω : ∀ i, 0 < ω i) :
    harmonicFreeEnergy hbar kT (fun _ : ι => geometricMean ω) ≤ harmonicFreeEnergy hbar kT ω ∧
      harmonicFreeEnergy hbar kT ω ≤
        harmonicFreeEnergy hbar kT (fun _ : ι => arithmeticMean ω) := by
  have hc : 0 < hbar / kT := div_pos hh hT
  have hN : (0 : ℝ) < Fintype.card ι := Nat.cast_pos.mpr Fintype.card_pos
  -- both means scale with the unit of frequency
  have hG : geometricMean (fun i => hbar / kT * ω i) = hbar / kT * geometricMean ω := by
    unfold geometricMean
    rw [Finset.prod_mul_distrib, Finset.prod_const, Finset.card_univ,
      Real.mul_rpow (pow_pos hc _).le (Finset.prod_pos fun i _ => hω i).le,
      Real.pow_rpow_inv_natCast hc.le Fintype.card_ne_zero]
  have hA : arithmeticMean (fun i => hbar / kT * ω i) = hbar / kT * arithmeticMean ω := by
    unfold arithmeticMean
    rw [← Finset.mul_sum, mul_div_assoc]
  obtain ⟨h1, h2⟩ := einstein_bracket (fun i => hbar / kT * ω i) fun i => mul_pos hc (hω i)
  rw [hG, arithmeticMean, le_div_iff₀ hN] at h1
  rw [hA, arithmeticMean, div_le_iff₀ hN] at h2
  unfold harmonicFreeEnergy
  rw [Finset.sum_const, Finset.sum_const, Finset.card_univ, nsmul_eq_mul, nsmul_eq_mul]
  exact ⟨mul_le_mul_of_nonneg_left (by linarith) hT.le,
    mul_le_mul_of_nonneg_left (by linarith) hT.le⟩
```

## The equivalent Einstein frequency

Since sinh and ln increase, $f(x)\le f(y)$ exactly when $x\le y$, for positive $x,y$.

```lean
omit [Fintype ι] [Nonempty ι] in
lemma modeFreeEnergy_le_iff {x y : ℝ} (hx : 0 < x) (hy : 0 < y) :
    modeFreeEnergy x ≤ modeFreeEnergy y ↔ x ≤ y := by
  have sx : 0 < Real.sinh (x / 2) := Real.sinh_pos_iff.mpr (half_pos hx)
  have sy : 0 < Real.sinh (y / 2) := Real.sinh_pos_iff.mpr (half_pos hy)
  unfold modeFreeEnergy
  rw [Real.log_le_log_iff (mul_pos two_pos sx) (mul_pos two_pos sy),
    mul_le_mul_iff_right₀ two_pos, Real.sinh_le_sinh]
  constructor <;> intro h <;> linarith
```

Let $M=\frac1N\sum_if(x_i)$. Solving $f(e)=M$ for the reduced frequency $e$ (a variable here, not Euler's number) gives

$$e=2\,\operatorname{arsinh}\big(\tfrac12\exp M\big)>0.$$

Monotonicity makes this solution unique, and turns $f(G)\le f(e)\le f(A)$ into $G\le e\le A$.

```lean
/-- For a non-empty set of modes with positive reduced frequencies, exactly one positive reduced
Einstein frequency reproduces the mean free energy per mode, and it lies between their geometric and
arithmetic means. -/
theorem effective_einstein_frequency (x : ι → ℝ) (hx : ∀ i, 0 < x i) :
    (∃! e : ℝ, 0 < e ∧ modeFreeEnergy e = arithmeticMean (fun i => modeFreeEnergy (x i))) ∧
      ∀ e : ℝ, 0 < e → modeFreeEnergy e = arithmeticMean (fun i => modeFreeEnergy (x i)) →
        geometricMean x ≤ e ∧ e ≤ arithmeticMean x := by
  have hb := einstein_bracket x hx
  have hG : 0 < geometricMean x := Real.rpow_pos_of_pos (Finset.prod_pos fun i _ => hx i) _
  have hA : 0 < arithmeticMean x :=
    div_pos (Finset.sum_pos (fun i _ => hx i) univ_nonempty) (Nat.cast_pos.mpr Fintype.card_pos)
  generalize arithmeticMean (fun i => modeFreeEnergy (x i)) = M at hb ⊢
  constructor
  · -- invert the free energy explicitly
    have hpos : 0 < 2 * Real.arsinh (Real.exp M / 2) :=
      mul_pos two_pos (Real.arsinh_pos_iff.mpr (half_pos (Real.exp_pos M)))
    have hval : modeFreeEnergy (2 * Real.arsinh (Real.exp M / 2)) = M := by
      unfold modeFreeEnergy
      rw [mul_div_cancel_left₀ _ (two_ne_zero' ℝ), Real.sinh_arsinh,
        mul_div_cancel₀ _ (two_ne_zero' ℝ), Real.log_exp]
    refine ⟨_, ⟨hpos, hval⟩, ?_⟩
    rintro y ⟨hy, hyM⟩
    exact le_antisymm ((modeFreeEnergy_le_iff hy hpos).mp (hyM.trans hval.symm).le)
      ((modeFreeEnergy_le_iff hpos hy).mp (hval.trans hyM.symm).le)
  · intro e he heM
    exact ⟨(modeFreeEnergy_le_iff hG he).mp (hb.1.trans heM.ge),
      (modeFreeEnergy_le_iff he hA).mp (heM.le.trans hb.2)⟩

end

end EinsteinModelBounds
```

```lean
#print axioms EinsteinModelBounds.weighted_bracket_strict
#print axioms EinsteinModelBounds.harmonicFreeEnergy_bracket
#print axioms EinsteinModelBounds.effective_einstein_frequency
```

```
'EinsteinModelBounds.weighted_bracket_strict' depends on axioms: [propext, Classical.choice, Quot.sound]
'EinsteinModelBounds.harmonicFreeEnergy_bracket' depends on axioms: [propext, Classical.choice, Quot.sound]
'EinsteinModelBounds.effective_einstein_frequency' depends on axioms: [propext, Classical.choice, Quot.sound]
```
